# The inverse squares of the positive odd integers sum to π²/8

The declaration states that the series 1 + 1/9 + 1/25 + …, taken over all positive odd integers, converges to π²/8. This is a statement about real numbers alone: it contains no physical system, and so no modelling assumptions. The attempt starts from the known sum π²/6 of all inverse squares, where the term at zero counts as 0 because Lean sets 1/0 to 0. It scales that sum by 1/4 to get π²/24 for the even terms, shows that the odd terms are summable, and finds their sum by subtraction.

This version doesn't compile in Lean 4 with Mathlib:

```lean
import Mathlib

open Real Filter Topology

namespace HasSumOdd

noncomputable section

/-- The inverse squares of the odd numbers sum to `π ^ 2 / 8`. -/
theorem hasSum_odd : HasSum (fun m : ℕ => 1 / (2 * (m : ℝ) + 1) ^ 2) (π ^ 2 / 8) := by
  have h := hasSum_zeta_two
  have he : HasSum (fun m : ℕ => 1 / ((2 * m : ℕ) : ℝ) ^ 2) (π ^ 2 / 24) := by
    convert h.mul_left (1 / 4) using 1
    · funext m
      push_cast
      ring
    · ring
  have ho : Summable (fun m : ℕ => 1 / ((2 * m + 1 : ℕ) : ℝ) ^ 2) :=
    h.summable.comp_injective (i := fun m : ℕ => 2 * m + 1) (fun a b hab => by
      have : 2 * a + 1 = 2 * b + 1 := hab
      omega)
  obtain ⟨s, hs⟩ := ho
  have hu := (HasSum.even_add_odd (f := fun n : ℕ => 1 / (n : ℝ) ^ 2) he hs).unique h
  have e : s = π ^ 2 / 8 := by linarith
  rw [e] at hs
  push_cast at hs
  exact hs

end

end HasSumOdd
```

The compiler's answer:

```
Main.lean:14:6: error: Tactic `apply` failed: could not unify the conclusion of `@funext`
  ?f = ?g
with the goal
  instAddCommMonoid =
    CommRing.toNonUnitalCommRing.toNonUnitalNonAssocCommRing.toNonUnitalNonAssocSemiring.toAddCommMonoid

Note: The full type of `@funext` is
  ∀ {α : Sort ?u.93} {β : α → Sort ?u.92} {f g : (x : α) → β x}, (∀ (x : α), f x = g x) → f = g

case e'_3
h : HasSum (fun n => 1 / ↑n ^ 2) (π ^ 2 / 6)
⊢ instAddCommMonoid =
    CommRing.toNonUnitalCommRing.toNonUnitalNonAssocCommRing.toNonUnitalNonAssocSemiring.toAddCommMonoid
Try this:
  [apply] ring_nf
  
  The `ring` tactic failed to close the goal. Use `ring_nf` to obtain a normal form.
    
  Note that `ring` works primarily in *commutative* rings. If you have a noncommutative ring, abelian group or module, consider using `noncomm_ring`, `abel` or `module` instead.
Main.lean:17:4: error: unsolved goals
case e'_5
h : HasSum (fun n => 1 / ↑n ^ 2) (π ^ 2 / 6)
⊢ (fun m => (↑(m * 2))⁻¹ ^ 2) = fun i => (↑i)⁻¹ ^ 2 * (1 / 4)
Main.lean:12:76: error: unsolved goals
case e'_6
h : HasSum (fun n => 1 / ↑n ^ 2) (π ^ 2 / 6)
⊢ π ^ 2 / 24 = 1 / 4 * (π ^ 2 / 6)
```

`convert ... using 1` left three goals, but the proof was written for two. The first goal asks that two additive commutative monoid structures, reached by different instance paths, be equal. `funext` proves equalities of functions, so it could not apply there.

This extra goal shifted the others along by one. The second bullet's `ring` met the equality of the summands, which was meant for `funext`, `push_cast` and `ring`, and left it unsolved with the cast `↑(m * 2)` still intact. The equality of the values, π²/24 = 1/4 · (π²/6), had no bullet left and is reported as unsolved.

The repair states the two intended equalities as `ef` and `ev`, so each gets the tactics meant for it. After `rw [ef, ev]`, the goal matches `h4` up to the instance paths, and `exact h4` accepts the two structures as equal by definition, without a separate goal. The type annotation in `(1 / 4 : ℝ)` is mere tidying.

The mended proof, as a diff:

```diff
@@ -11,9 +11,13 @@
   have h := hasSum_zeta_two
   have he : HasSum (fun m : ℕ => 1 / ((2 * m : ℕ) : ℝ) ^ 2) (π ^ 2 / 24) := by
-    convert h.mul_left (1 / 4) using 1
-    · funext m
+    have h4 := h.mul_left (1 / 4 : ℝ)
+    have ef : (fun m : ℕ => 1 / ((2 * m : ℕ) : ℝ) ^ 2)
+        = fun m : ℕ => 1 / 4 * (1 / (m : ℝ) ^ 2) := by
+      funext m
       push_cast
       ring
-    · ring
+    have ev : π ^ 2 / 24 = 1 / 4 * (π ^ 2 / 6) := by ring
+    rw [ef, ev]
+    exact h4
   have ho : Summable (fun m : ℕ => 1 / ((2 * m + 1 : ℕ) : ℝ) ^ 2) :=
     h.summable.comp_injective (i := fun m : ℕ => 2 * m + 1) (fun a b hab => by
```
